# The variance of a Latin hypercube sum over a square table comes only from the row–column interaction

The error bar on my average is wrong if I treat a Latin hypercube run as independent sampling. I have a kinetics model with two uncertain rate constants. I cut each range into n equally probable strata and place n runs so that every stratum of each constant is used exactly once. Then I quote the single-run variance divided by n. When I redraw the design, one output's average barely moves, far less than quoted. Another, with only two or three strata, scatters more than quoted. What actually sets the variance?

## Row and column effects cancel, and the interaction remains

Represent each stratum by one fixed value of its constant, and let a(i,j) be the output with the first constant in stratum i and the second in stratum j. A design is a permutation σ: row i is run in column σ(i). With all permutations equally likely, the sum over a design is

L(σ) = ∑ᵢ a(i,σ(i)).

Write r(i) for the row means, c(j) for the column means and m for the mean of all n² cells. The interaction part of the table is

d(i,j) = a(i,j) − r(i) − c(j) + m.

Each row of d sums to n r(i) − n r(i) − n m + n m = 0, and each column sums to zero in the same way.

By symmetry σ(i) is uniform over the columns, so E[L] = ∑ᵢ r(i) = n m. Every design visits each column once, so ∑ᵢ c(σ(i)) = n m as well. Hence

∑ᵢ d(i,σ(i)) = L(σ) − n m − n m + n m = L(σ) − E[L].

To square this, we need products from two different rows i ≠ k. Let u and v be functions of the column, with ∑ⱼ v(j) = 0. The rows other than i see every column except σ(i), so

∑_{l≠i} v(σ(l)) = −v(σ(i)).

Multiply by u(σ(i)) and average. The n − 1 terms on the left have equal expectations, which gives

E[u(σ(i)) v(σ(k))] = −∑ⱼ u(j)v(j) / (n(n−1)).

Now fix row i in the expanded square. Its diagonal term is ∑ⱼ d(i,j)²/n. Its products with the other rows contribute

−∑ⱼ d(i,j) ∑_{k≠i} d(k,j) / (n(n−1)) = ∑ⱼ d(i,j)² / (n(n−1)),

because each column of d sums to zero. Since 1/n + 1/(n(n−1)) = 1/(n−1), summing over i gives, for n ≥ 2,

Var L = ∑ᵢⱼ d(i,j)² / (n−1).

This vanishes exactly when d = 0, that is, when a(i,j) = f(i) + g(j) for some f and g. Your steady output is close to this additive form.

For the average L/n, divide the variance by n². Let V be the variance of a at one uniformly random cell, and set e(i,j) = (r(i) − m) + (c(j) − m), so that a − m = d + e. The zero row and column sums of d give ∑ᵢⱼ e(i,j)d(i,j) = 0. Hence ∑ᵢⱼ d² ≤ ∑ᵢⱼ (a − m)² = n²V, and

Var(L/n) ≤ V/(n−1).

Independent draws of n cells would give V/n, the textbook rule behind your error bar. The bound is larger by the factor n/(n−1), which is 2 for two strata and 3/2 for three, and this leaves room for your second output.

## Three strata, then two

Take a(i,j) = ij for i, j = 1, 2, 3. The row means and the column means are 2, 4, 6, and m = 4, so d(i,j) = (i−2)(j−2). Its squares sum to 4, and Var L = 4/2 = 2. Directly, the six designs give sums 14, 13, 13, 11, 11, 10, with mean 12 and squared deviations adding to 12, so the variance is 12/6 = 2. The average has variance 2/9. Here V = 52/9, and three independent draws would give 52/27, nearly nine times as much.

The smallest case is n = 2, with only two designs. For the table with 1 on the diagonal and 0 elsewhere, the average is 1 or 0, with variance 1/4. This equals V/(n−1), while two independent draws would give 1/8. A pure interaction makes the Latin design worse.

## What the Lean theorems say

The finite type `ι` labels the strata of both inputs, so the table is square; `Nontrivial ι` means n ≥ 2, and `Fintype.card ι` is n. A design is an element of `Perm ι`. `permMean` averages over all n! permutations, and `permVar` is the mean squared deviation under that average, with no sample correction. `latinSum` is L, not yet divided by n, and `residual` is d: an interaction, not a fitting error or noise.

`permVar_latinSum` is the variance formula, `permVar_eq_zero_iff` is the additive criterion, and `latin_estimate_variance_le` bounds the variance of the average, with `cellVariance` as V.

For simulation practice, this identifies which part of a model's response limits a Latin hypercube average, for two inputs on a finite grid with one fixed output value per cell. The step left to you is from cells to a continuous range: if points are placed at random inside their strata, variation within a cell adds scatter that the table does not contain.

```lean
import Mathlib

open Finset Equiv

namespace LatinHypercube

noncomputable section

variable {ι : Type*} [Fintype ι]

/-- The mean of row `i` of the table `a`, for a nonempty index set. -/
def rowMean (a : ι → ι → ℝ) (i : ι) : ℝ := (∑ j, a i j) / Fintype.card ι

/-- The mean of column `j` of the table `a`, for a nonempty index set. -/
def colMean (a : ι → ι → ℝ) (j : ι) : ℝ := (∑ i, a i j) / Fintype.card ι

/-- The mean of `a` over all cells of the grid, for a nonempty index set. -/
def grandMean (a : ι → ι → ℝ) : ℝ := (∑ i, ∑ j, a i j) / (Fintype.card ι : ℝ) ^ 2

/-- The interaction part of `a`: row and column means are subtracted and the grand mean
is added, for a nonempty index set. -/
def residual (a : ι → ι → ℝ) (i j : ι) : ℝ :=
  a i j - rowMean a i - colMean a j + grandMean a

/-- The variance of `a` at one uniformly random cell of the grid, for a nonempty index set. -/
def cellVariance (a : ι → ι → ℝ) : ℝ :=
  (∑ i, ∑ j, (a i j - grandMean a) ^ 2) / (Fintype.card ι : ℝ) ^ 2

/-- The sum of `a` over the Latin hypercube design `σ`, which has one cell in each row
and each column. -/
def latinSum (a : ι → ι → ℝ) (σ : Perm ι) : ℝ := ∑ i, a i (σ i)

/-- Every row and every column of the interaction part sums to zero. -/
theorem residual_sums [Nonempty ι] (a : ι → ι → ℝ) :
    (∀ i, ∑ j, residual a i j = 0) ∧ (∀ j, ∑ i, residual a i j = 0) := by
  have hn : (Fintype.card ι : ℝ) ≠ 0 := Nat.cast_ne_zero.mpr Fintype.card_ne_zero
  have hc : ∑ j, ∑ i, a i j = ∑ i, ∑ j, a i j := sum_comm
  constructor
  · intro i
    simp only [residual, rowMean, colMean, grandMean, sum_add_distrib, sum_sub_distrib,
      sum_const, card_univ, nsmul_eq_mul, ← sum_div]
    rw [hc]
    field_simp
    ring
  · intro j
    simp only [residual, rowMean, colMean, grandMean, sum_add_distrib, sum_sub_distrib,
      sum_const, card_univ, nsmul_eq_mul, ← sum_div]
    field_simp
    ring

variable [DecidableEq ι]

/-- The expectation of `X` under a uniformly random permutation. -/
def permMean (X : Perm ι → ℝ) : ℝ := (∑ σ, X σ) / Fintype.card (Perm ι)

/-- The variance of `X` under a uniformly random permutation. -/
def permVar (X : Perm ι → ℝ) : ℝ := permMean fun σ => (X σ - permMean X) ^ 2

/-- The expectation of a finite sum is the sum of the expectations. -/
theorem permMean_sum (s : Finset ι) (X : ι → Perm ι → ℝ) :
    permMean (fun σ => ∑ i ∈ s, X i σ) = ∑ i ∈ s, permMean (X i) := by
  simp only [permMean]
  rw [sum_comm, sum_div]

/-- The expectation of a constant is that constant. -/
theorem permMean_const (c : ℝ) : permMean (fun _ : Perm ι => c) = c := by
  have h : (Fintype.card (Perm ι) : ℝ) ≠ 0 := Nat.cast_ne_zero.mpr Fintype.card_ne_zero
  simp only [permMean, sum_const, card_univ, nsmul_eq_mul]
  exact mul_div_cancel_left₀ c h

/-- Relabelling the rows by a fixed permutation leaves the expectation unchanged. -/
theorem permMean_relabel (τ : Perm ι) (X : Perm ι → ℝ) :
    permMean (fun σ => X (σ * τ)) = permMean X :=
  congrArg (· / (Fintype.card (Perm ι) : ℝ)) (Equiv.sum_comp (Equiv.mulRight τ) X)

/-- The column sampled in a given row is uniformly distributed. -/
theorem permMean_apply (u : ι → ℝ) (i : ι) :
    permMean (fun σ => u (σ i)) = (∑ j, u j) / Fintype.card ι := by
  have : Nonempty ι := ⟨i⟩
  have hn : (Fintype.card ι : ℝ) ≠ 0 := Nat.cast_ne_zero.mpr Fintype.card_ne_zero
  -- all rows are equivalent, and together they visit every column once
  have key : ∀ k, permMean (fun σ => u (σ k)) = permMean (fun σ => u (σ i)) := by
    intro k
    have h := permMean_relabel (swap i k) (fun σ => u (σ i))
    simpa only [Perm.mul_apply, swap_apply_left] using h
  have total : ∑ k, permMean (fun σ => u (σ k)) = ∑ j, u j := by
    have h : (fun σ : Perm ι => ∑ k, u (σ k)) = fun _ => ∑ j, u j :=
      funext fun σ => Equiv.sum_comp σ u
    refine (permMean_sum univ (fun k σ => u (σ k))).symm.trans ?_
    rw [h, permMean_const]
  rw [sum_congr rfl (fun k _ => key k), sum_const, card_univ, nsmul_eq_mul] at total
  rw [eq_div_iff hn, mul_comm]
  exact total

/-- The expectation of the product of `u` at the column sampled in row `i` and `v` at the column
sampled in a different row `k`, when `v` sums to zero. -/
theorem permMean_pair (u v : ι → ℝ) {i k : ι} (hik : i ≠ k) (hv : ∑ j, v j = 0) :
    permMean (fun σ => u (σ i) * v (σ k)) =
      -(∑ j, u j * v j) / (Fintype.card ι * ((Fintype.card ι : ℝ) - 1)) := by
  have : Nontrivial ι := ⟨i, k, hik⟩
  have h1 : (1 : ℝ) < Fintype.card ι := by exact_mod_cast Fintype.one_lt_card
  have hn : (Fintype.card ι : ℝ) ≠ 0 := by linarith
  have hn1 : (Fintype.card ι : ℝ) - 1 ≠ 0 := by linarith
  have key : ∀ l ∈ univ.erase i, permMean (fun σ => u (σ i) * v (σ l)) =
      permMean (fun σ => u (σ i) * v (σ k)) := by
    intro l hl
    have h := permMean_relabel (swap k l) (fun σ => u (σ i) * v (σ k))
    simpa only [Perm.mul_apply, swap_apply_left,
      swap_apply_of_ne_of_ne hik (ne_of_mem_erase hl).symm] using h
  -- the other rows together see every column except the one used by row `i`
  have hσ : (fun σ : Perm ι => ∑ l ∈ univ.erase i, u (σ i) * v (σ l)) =
      fun σ => -(u (σ i) * v (σ i)) := by
    funext σ
    have h : v (σ i) + ∑ l ∈ univ.erase i, v (σ l) = 0 :=
      (add_sum_erase univ (fun l => v (σ l)) (mem_univ i)).trans
        ((Equiv.sum_comp σ v).trans hv)
    rw [← mul_sum]
    linear_combination u (σ i) * h
  have total : ∑ l ∈ univ.erase i, permMean (fun σ => u (σ i) * v (σ l)) =
      -((∑ j, u j * v j) / Fintype.card ι) := by
    refine (permMean_sum (univ.erase i) (fun l σ => u (σ i) * v (σ l))).symm.trans ?_
    rw [hσ, permMean_apply (fun j => -(u j * v j)) i, sum_neg_distrib, neg_div]
  rw [sum_congr rfl key, sum_const, card_erase_of_mem (mem_univ i), card_univ,
    nsmul_eq_mul, Nat.cast_pred Fintype.card_pos] at total
  have hS : (Fintype.card ι : ℝ) * ((∑ j, u j * v j) / Fintype.card ι) = ∑ j, u j * v j := by
    field_simp
  rw [eq_div_iff (mul_ne_zero hn hn1)]
  linear_combination (Fintype.card ι : ℝ) * total - hS

/-- The expected Latin hypercube sum is the number of rows times the grand mean. -/
theorem permMean_latinSum [Nonempty ι] (a : ι → ι → ℝ) :
    permMean (latinSum a) = Fintype.card ι * grandMean a := by
  have hn : (Fintype.card ι : ℝ) ≠ 0 := Nat.cast_ne_zero.mpr Fintype.card_ne_zero
  have h : permMean (latinSum a) = ∑ i, permMean (fun σ => a i (σ i)) :=
    permMean_sum univ (fun i σ => a i (σ i))
  rw [h, sum_congr rfl (fun i _ => permMean_apply (a i) i), ← sum_div, grandMean]
  field_simp

/-- With `n ≥ 2` rows, the variance of the Latin hypercube sum is the sum of the squared
interaction terms divided by `n - 1`. -/
theorem permVar_latinSum [Nontrivial ι] (a : ι → ι → ℝ) :
    permVar (latinSum a) =
      (∑ i, ∑ j, residual a i j ^ 2) / ((Fintype.card ι : ℝ) - 1) := by
  have h1 : (1 : ℝ) < Fintype.card ι := by exact_mod_cast Fintype.one_lt_card
  have hn : (Fintype.card ι : ℝ) ≠ 0 := by linarith
  have hn1 : (Fintype.card ι : ℝ) - 1 ≠ 0 := by linarith
  obtain ⟨hrow, hcol⟩ := residual_sums a
  -- the fluctuation of the sum comes from the interaction part alone
  have hcentre : ∀ σ, latinSum a σ - permMean (latinSum a) = latinSum (residual a) σ := by
    intro σ
    have hr : ∑ i, rowMean a i = Fintype.card ι * grandMean a := by
      simp only [rowMean, grandMean, ← sum_div]
      field_simp
    have hc : ∑ i, colMean a (σ i) = Fintype.card ι * grandMean a := by
      have hT : ∑ j, ∑ i, a i j = ∑ i, ∑ j, a i j := sum_comm
      rw [Equiv.sum_comp σ (colMean a)]
      simp only [colMean, grandMean, ← sum_div]
      rw [hT]
      field_simp
    rw [permMean_latinSum]
    simp only [latinSum, residual, sum_add_distrib, sum_sub_distrib, sum_const, card_univ,
      nsmul_eq_mul]
    linear_combination hr + hc
  simp only [permVar, hcentre]
  generalize residual a = d at hrow hcol ⊢
  -- contribution of row `i`: a diagonal term and the expected products with all other rows
  have hi : ∀ i, permMean (fun σ => ∑ k, d i (σ i) * d k (σ k)) =
      (∑ j, d i j ^ 2) / ((Fintype.card ι : ℝ) - 1) := by
    intro i
    have hoff : ∑ k ∈ univ.erase i, ∑ j, d i j * d k j = -∑ j, d i j * d i j := by
      rw [sum_comm, ← sum_neg_distrib]
      refine sum_congr rfl fun j _ => ?_
      have h : d i j + ∑ k ∈ univ.erase i, d k j = 0 :=
        (add_sum_erase univ (fun k => d k j) (mem_univ i)).trans (hcol j)
      rw [← mul_sum]
      linear_combination d i j * h
    have hpair : ∑ k ∈ univ.erase i, permMean (fun σ => d i (σ i) * d k (σ k)) =
        (∑ j, d i j * d i j) / (Fintype.card ι * ((Fintype.card ι : ℝ) - 1)) := by
      rw [sum_congr rfl (fun k hk =>
        permMean_pair (d i) (d k) (ne_of_mem_erase hk).symm (hrow k)),
        ← sum_div, sum_neg_distrib, hoff, neg_neg]
    refine (permMean_sum univ (fun k σ => d i (σ i) * d k (σ k))).trans ?_
    refine (add_sum_erase univ (fun k => permMean (fun σ => d i (σ i) * d k (σ k)))
      (mem_univ i)).symm.trans ?_
    rw [hpair, permMean_apply (fun j => d i j * d i j) i]
    simp only [pow_two]
    rw [div_add_div _ _ hn (mul_ne_zero hn hn1),
      div_eq_div_iff (mul_ne_zero hn (mul_ne_zero hn hn1)) hn1]
    ring
  have hsq : (fun σ => latinSum d σ ^ 2) =
      fun σ => ∑ i, ∑ k, d i (σ i) * d k (σ k) := by
    funext σ
    rw [latinSum, pow_two, sum_mul_sum]
  rw [hsq]
  refine (permMean_sum univ (fun i σ => ∑ k, d i (σ i) * d k (σ k))).trans ?_
  rw [sum_congr rfl (fun i _ => hi i), ← sum_div]

/-- With at least two rows, the Latin hypercube sum has zero variance exactly when the
table is a function of the row plus a function of the column. -/
theorem permVar_eq_zero_iff [Nontrivial ι] (a : ι → ι → ℝ) :
    permVar (latinSum a) = 0 ↔ ∃ f g : ι → ℝ, ∀ i j, a i j = f i + g j := by
  constructor
  · intro h
    have h1 : (1 : ℝ) < Fintype.card ι := by exact_mod_cast Fintype.one_lt_card
    have hn1 : (Fintype.card ι : ℝ) - 1 ≠ 0 := by linarith
    rw [permVar_latinSum, div_eq_zero_iff] at h
    have h0 := h.resolve_right hn1
    refine ⟨rowMean a, fun j => colMean a j - grandMean a, fun i j => ?_⟩
    -- a vanishing sum of squares has vanishing terms
    have hi := (sum_eq_zero_iff_of_nonneg
      (fun i _ => sum_nonneg fun j _ => sq_nonneg (residual a i j))).mp h0 i (mem_univ i)
    have hj := (sum_eq_zero_iff_of_nonneg
      (fun j _ => sq_nonneg (residual a i j))).mp hi j (mem_univ j)
    have hd : residual a i j = 0 := pow_eq_zero_iff (two_ne_zero) |>.mp hj
    rw [residual] at hd
    linarith
  · rintro ⟨f, g, h⟩
    have hc : latinSum a = fun _ => ∑ i, f i + ∑ j, g j := by
      funext σ
      simp only [latinSum, h, sum_add_distrib]
      rw [Equiv.sum_comp σ g]
    rw [hc]
    simp [permVar, permMean_const]

/-- With `n ≥ 2` rows, the variance of the Latin hypercube estimate of the grand mean is at
most the variance at one uniformly random cell divided by `n - 1`. -/
theorem latin_estimate_variance_le [Nontrivial ι] (a : ι → ι → ℝ) :
    permVar (fun σ => latinSum a σ / Fintype.card ι) ≤
      cellVariance a / ((Fintype.card ι : ℝ) - 1) := by
  have h1 : (1 : ℝ) < Fintype.card ι := by exact_mod_cast Fintype.one_lt_card
  have hm : 0 ≤ (Fintype.card ι : ℝ) - 1 := by linarith
  obtain ⟨hrow, hcol⟩ := residual_sums a
  have hdiv : ∀ (X : Perm ι → ℝ) (c : ℝ),
      permMean (fun σ => X σ / c) = permMean X / c := by
    intro X c
    simp only [permMean, ← sum_div]
    ring
  have hscale : permVar (fun σ => latinSum a σ / Fintype.card ι) =
      permVar (latinSum a) / (Fintype.card ι : ℝ) ^ 2 := by
    simp only [permVar, hdiv, ← sub_div, div_pow]
  -- the interaction part is orthogonal to the row and column effects
  have hA : ∑ i, ∑ j, 2 * (rowMean a i - grandMean a) * residual a i j = 0 :=
    sum_eq_zero fun i _ => by rw [← mul_sum, hrow, mul_zero]
  have hB : ∑ i, ∑ j, 2 * (colMean a j - grandMean a) * residual a i j = 0 := by
    rw [sum_comm]
    exact sum_eq_zero fun j _ => by rw [← mul_sum, hcol, mul_zero]
  have hle : ∑ i, ∑ j, residual a i j ^ 2 ≤ ∑ i, ∑ j, (a i j - grandMean a) ^ 2 := by
    calc ∑ i, ∑ j, residual a i j ^ 2
        = ∑ i, ∑ j, (residual a i j ^ 2
            + 2 * (rowMean a i - grandMean a) * residual a i j
            + 2 * (colMean a j - grandMean a) * residual a i j) := by
          simp only [sum_add_distrib, hA, hB, add_zero]
      _ ≤ ∑ i, ∑ j, (a i j - grandMean a) ^ 2 := by
          refine sum_le_sum fun i _ => sum_le_sum fun j _ => ?_
          simp only [residual]
          nlinarith [sq_nonneg (rowMean a i - grandMean a + (colMean a j - grandMean a))]
  rw [hscale, permVar_latinSum, cellVariance, div_right_comm]
  exact div_le_div_of_nonneg_right (div_le_div_of_nonneg_right hle (sq_nonneg _)) hm

end

end LatinHypercube
```

```lean
#print axioms LatinHypercube.permVar_latinSum
-- 'LatinHypercube.permVar_latinSum' depends on axioms: [propext, Classical.choice, Quot.sound]
#print axioms LatinHypercube.permVar_eq_zero_iff
-- 'LatinHypercube.permVar_eq_zero_iff' depends on axioms: [propext, Classical.choice, Quot.sound]
#print axioms LatinHypercube.latin_estimate_variance_le
-- 'LatinHypercube.latin_estimate_variance_le' depends on axioms: [propext, Classical.choice, Quot.sound]
```

## From relabelled rows to the variance

`residual_sums` establishes the zero row and column sums. The symmetry argument is `permMean_relabel`: replacing σ by σ * τ only reorders the sum over permutations. Choosing τ as a swap of two rows shows in `permMean_apply` that all rows have the same expectation; together they visit every column once, which fixes its value.

`permMean_pair` swaps rows k and l while leaving i in place, so the n − 1 expectations agree. Its step `hσ` is the identity for the rows other than i.

In `permVar_latinSum`, `hcentre` replaces the centred sum by the sum of d, using the mean from `permMean_latinSum`. After `generalize`, only the zero row and column sums of d are kept. `hsq` expands the square, `hoff` uses the column sums, `hpair` collects the products with other rows, and `hi` adds the diagonal term to give 1/(n−1).

For zero variance, the sum of squares forces every d(i,j) to vanish, and the proof takes f = r and g = c − m. Conversely, an additive table gives the same L for every design.

In the final bound, `hscale` supplies the factor 1/n², and `hA` and `hB` show that the cross terms between d and the row and column effects sum to zero. `nlinarith` then discards the nonnegative square e(i,j)² cell by cell.
